# The rank-two fine-structure coupling for L = S = 1 as a quadratic in L·S

Put a wrong weight on one level of the spin–spin coupling in a triplet P term, and the two coupling constants fitted to its two intervals will generally be wrong while the fit still looks perfect, because two unknowns can reproduce two intervals. The problems below derive the weights for an isolated helium-like \(^3P\) multiplet of nine states. Mixing with singlets and the radial integrals are left out.

## Operators and basis

Set \(\hbar=1\) and let indices run over 0, 1, 2, for \(x,y,z\). With \(\varepsilon_{kab}\) the Levi-Civita symbol, the Cartesian spin-1 matrices are \((J_k)_{ab}=-i\varepsilon_{kab}\).

```lean
import Mathlib

open Matrix Polynomial
open scoped Kronecker

namespace HeliumFineStructure

noncomputable section

/-- The Levi-Civita symbol, as three integer matrices `(eps k) a b`. -/
def eps : Fin 3 → Matrix (Fin 3) (Fin 3) ℤ :=
  ![!![0, 0, 0; 0, 0, 1; 0, -1, 0], !![0, 0, -1; 0, 0, 0; 1, 0, 0],
    !![0, 1, 0; -1, 0, 0; 0, 0, 0]]

/-- The spin-1 matrices in the Cartesian basis, with entries `-i ε_kab`. -/
def spinOne (k : Fin 3) : Matrix (Fin 3) (Fin 3) ℂ :=
  (-Complex.I) • (eps k).map (Int.cast : ℤ → ℂ)
```

The orbital angular momentum \(L\) acts on the first factor of \(\mathbb C^3\otimes\mathbb C^3\) and the spin \(S\) on the second, both through `spinOne`. The Kronecker product `⊗ₖ` labels states by pairs in `Fin 3 × Fin 3`. Write \(X=\sum_k L_kS_k\) for `spinOrbit`.

```lean
/-- The operator `L·S` for `L = S = 1`. -/
def spinOrbit : Matrix (Fin 3 × Fin 3) (Fin 3 × Fin 3) ℂ :=
  ∑ k, spinOne k ⊗ₖ spinOne k
```

With \(\delta_{ij}\) the Kronecker delta, the quadrupole operator is \(Q_{ij}(J)=\tfrac12(J_iJ_j+J_jJ_i)-\tfrac23\delta_{ij}\). The coupling \(T=6\sum_{ij}Q_{ij}(L)\otimes Q_{ij}(S)\) has the angular form of the spin–spin interaction within the multiplet.

```lean
/-- The quadrupole operator `(J_i J_j + J_j J_i)/2 - (2/3) δ_ij` of a spin 1. -/
def quadrupole (i j : Fin 3) : Matrix (Fin 3) (Fin 3) ℂ :=
  (1 / 2 : ℂ) • (spinOne i * spinOne j + spinOne j * spinOne i)
    - (if i = j then (2 / 3 : ℂ) else 0) • 1

/-- The rank-two coupling `6 ∑ Q_ij(L) ⊗ Q_ij(S)`. -/
def spinSpin : Matrix (Fin 3 × Fin 3) (Fin 3 × Fin 3) ℂ :=
  (6 : ℂ) • ∑ i, ∑ j, quadrupole i j ⊗ₖ quadrupole i j
```

The total angular momentum squared is \(J^2=\sum_k(L_k+S_k)^2\). In the text \(J^2\) always means this total, while \(J_k\) and \(Q_{ij}(J)\) refer to a single spin 1.

```lean
/-- The square of the total angular momentum `L + S`. -/
def totalJsq : Matrix (Fin 3 × Fin 3) (Fin 3 × Fin 3) ℂ :=
  ∑ k, (spinOne k ⊗ₖ 1 + 1 ⊗ₖ spinOne k) ^ 2
```

The next two definitions are integer tables for the finite checks.

```lean
/-- The integer entries of `L·S`. -/
def orbitInt : Matrix (Fin 3 × Fin 3) (Fin 3 × Fin 3) ℤ :=
  fun p q => -∑ k, eps k p.1 q.1 * eps k p.2 q.2

/-- The integer entries of six times the quadrupole operator. -/
def quadInt (i j a b : Fin 3) : ℤ :=
  -3 * ((eps i * eps j) a b + (eps j * eps i) a b)
    - (if i = j then 4 else 0) * (if a = b then 1 else 0)
```

The columns of `coupled` are symmetric, antisymmetric and diagonal tensors. They are orthogonal but not normalised: the off-diagonal ones have length \(\sqrt2\), the diagonal ones \(\sqrt3,\sqrt2,\sqrt6\). `coupledInv` is the transpose weighted by six over the squared lengths, and `orbitValue` lists the proposed eigenvalues of \(X\).

```lean
/-- Columns: symmetric, antisymmetric and diagonal tensors, the column `(0,0)` being
the scalar one. -/
def coupled : Matrix (Fin 3 × Fin 3) (Fin 3 × Fin 3) ℤ := fun p q =>
  if q.1 < q.2 then (if p = q then 1 else 0) + (if p = (q.2, q.1) then 1 else 0)
  else if q.2 < q.1 then (if p = q then 1 else 0) - (if p = (q.2, q.1) then 1 else 0)
  else if p.1 = p.2 then !![1, 1, 1; 1, -1, 1; 1, 0, -2] p.1 q.1 else 0

/-- Six times the inverse of the matrix `coupled`. -/
def coupledInv : Matrix (Fin 3 × Fin 3) (Fin 3 × Fin 3) ℤ := fun q p =>
  !![2, 3, 3; 3, 3, 3; 3, 3, 1] q.1 q.2 * coupled p q

/-- The value of `L·S` on each column of `coupled`. -/
def orbitValue (p : Fin 3 × Fin 3) : ℤ := !![-2, 1, 1; -1, 1, 1; -1, -1, 1] p.1 p.2
```

## (a) Products of spin matrices

Show that products of spin matrices have integer entries:
\[(J_iJ_j)_{ab}=-\sum_c\varepsilon_{iac}\varepsilon_{jcb}.\]

**Solution.** The two prefactors give \((-i)^2=-1\). Contracting the symbols gives a form used below:
\[(J_iJ_j)_{ab}=\delta_{ij}\delta_{ab}-\delta_{ib}\delta_{ja}.\]
Lean compares the sums term by term and uses `Complex.I_sq`.

```lean
/-- Products of two spin-1 matrices have integer entries, given by the Levi-Civita symbol. -/
theorem spinOne_mul_apply (i j a b : Fin 3) :
    (spinOne i * spinOne j) a b = -(((eps i * eps j) a b : ℤ) : ℂ) := by
  simp only [Matrix.mul_apply, spinOne, Matrix.smul_apply, Matrix.map_apply, smul_eq_mul,
    Int.cast_sum, Int.cast_mul, ← Finset.sum_neg_distrib]
  refine Finset.sum_congr rfl fun c _ => ?_
  linear_combination ((eps i a c : ℂ) * (eps j c b : ℂ)) * Complex.I_sq
```

## (b) Commutation relations

Show, with indices modulo 3, that
\[[J_k,J_{k+1}]=iJ_{k+2}.\]

**Solution.** By (a),
\[[J_i,J_j]_{ab}=\delta_{ia}\delta_{jb}-\delta_{ib}\delta_{ja}=\sum_c\varepsilon_{cij}\varepsilon_{cab}.\]
For \(i=k\), \(j=k+1\), only \(c=k+2\) survives, leaving \(\varepsilon_{k+2,a,b}=i(J_{k+2})_{ab}\). In Lean, `decide +kernel` checks the integer identity for all indices, and the result is then cast to \(\mathbb C\).

```lean
/-- The matrices obey the angular momentum commutation relations, `[J_x, J_y] = i J_z` and
its cyclic permutations. -/
theorem spinOne_commutator (k : Fin 3) :
    spinOne k * spinOne (k + 1) - spinOne (k + 1) * spinOne k
      = Complex.I • spinOne (k + 2) := by
  have hz : ∀ k a b : Fin 3, (eps k * eps (k + 1)) a b - (eps (k + 1) * eps k) a b
      = -eps (k + 2) a b := by decide +kernel
  refine Matrix.ext fun a b => ?_
  have h := congrArg (Int.cast : ℤ → ℂ) (hz k a b)
  push_cast at h
  simp only [Matrix.sub_apply, spinOne_mul_apply, Matrix.smul_apply, smul_eq_mul]
  simp only [spinOne, Matrix.smul_apply, Matrix.map_apply, smul_eq_mul]
  linear_combination -h + (eps (k + 2) a b : ℂ) * Complex.I_sq
```

## (c) Matrix elements of L·S

Show that \(X\) has the integer entries
\[X_{(a,b),(c,d)}=-\sum_k\varepsilon_{kac}\varepsilon_{kbd}.\]

**Solution.** Again \((-i)^2=-1\). The contraction gives \(\delta_{ad}\delta_{bc}-\delta_{ab}\delta_{cd}\), so \(X=F-K\), where \(F\) exchanges the two factors and \(K_{(a,b),(c,d)}=\delta_{ab}\delta_{cd}\). Lean proves the sum formula, with `p = (a,b)` and `q = (c,d)`.

```lean
/-- The matrix elements of `L·S` in the Cartesian product basis are integers. -/
theorem spinOrbit_apply (p q : Fin 3 × Fin 3) : spinOrbit p q = (orbitInt p q : ℂ) := by
  simp only [spinOrbit, orbitInt, Matrix.sum_apply, Matrix.kroneckerMap_apply, spinOne,
    Matrix.smul_apply, Matrix.map_apply, smul_eq_mul, Int.cast_neg, Int.cast_sum,
    Int.cast_mul, ← Finset.sum_neg_distrib]
  refine Finset.sum_congr rfl fun k _ => ?_
  linear_combination ((eps k p.1 q.1 : ℂ) * (eps k p.2 q.2 : ℂ)) * Complex.I_sq
```

## (d) The quadratic identity

Show that
\[T=6X^2+3X-8.\]

**Solution.** From (a),
\[Q_{ij}(J)_{ab}=\tfrac13\delta_{ij}\delta_{ab}-\tfrac12(\delta_{ia}\delta_{jb}+\delta_{ib}\delta_{ja}).\]
In \(\sum_{ij}Q_{ij}\otimes Q_{ij}\), the product of the first terms gives \(\tfrac13\), the two cross terms give \(-\tfrac13\) each, and the product of the last terms gives \(\tfrac12(F+K)\). Hence \(T=-2+3F+3K\).

Since \(F^2=1\), \(FK=KF=K\) and \(K^2=3K\), we have \(X^2=1+K\). Therefore
\[6X^2+3X-8=6+6K+3F-3K-8=T.\]

Lean reaches the same identity by entries: `hQ` writes \(Q_{ij}\) as integers over 6, `hz` checks the integer identity, and the remaining steps restore the factors.

```lean
/-- The rank-two coupling is a quadratic polynomial in `X = L·S`, namely `6X² + 3X - 8`. -/
theorem spinSpin_eq :
    spinSpin = (6 : ℂ) • spinOrbit ^ 2 + (3 : ℂ) • spinOrbit - (8 : ℂ) • 1 := by
  have hQ : ∀ i j a b, quadrupole i j a b = (quadInt i j a b : ℂ) / 6 := by
    intro i j a b
    simp only [quadrupole, quadInt, Matrix.sub_apply, Matrix.smul_apply, Matrix.add_apply,
      spinOne_mul_apply, Matrix.one_apply, smul_eq_mul]
    split_ifs <;> push_cast <;> ring
  -- the identity between integer matrix elements
  have hz : ∀ p q : Fin 3 × Fin 3,
      ∑ i, ∑ j, quadInt i j p.1 q.1 * quadInt i j p.2 q.2
        = 36 * (orbitInt * orbitInt) p q + 18 * orbitInt p q
          - 48 * (if p = q then 1 else 0) := by decide +kernel
  refine Matrix.ext fun p q => ?_
  have h := congrArg (Int.cast : ℤ → ℂ) (hz p q)
  push_cast at h
  have h2 : (spinOrbit ^ 2) p q = (((orbitInt * orbitInt) p q : ℤ) : ℂ) := by
    simp only [sq, Matrix.mul_apply, spinOrbit_apply, Int.cast_sum, Int.cast_mul]
  have hT : spinSpin p q = (1 / 6 : ℂ) *
      ∑ i, ∑ j, (quadInt i j p.1 q.1 : ℂ) * (quadInt i j p.2 q.2 : ℂ) := by
    simp only [spinSpin, Matrix.smul_apply, Matrix.sum_apply, Matrix.kroneckerMap_apply, hQ,
      smul_eq_mul, Finset.mul_sum]
    refine Finset.sum_congr rfl fun i _ => Finset.sum_congr rfl fun j _ => ?_
    ring
  rw [hT, h]
  simp only [Matrix.sub_apply, Matrix.add_apply, Matrix.smul_apply, Matrix.one_apply,
    smul_eq_mul, h2, spinOrbit_apply]
  ring
```

## (e) Total angular momentum

Show that
\[J^2=4+2X.\]

**Solution.** \(L_k\) and \(S_k\) act on different factors and commute, so \((L_k+S_k)^2=L_k^2+S_k^2+2L_kS_k\). By (a), \(\sum_k(J_k^2)_{ab}=3\delta_{ab}-\delta_{ab}=2\delta_{ab}\) for each spin. Summing gives \(2+2+2X\). In Lean, `hc` is the single-spin sum, which the code comment calls J², and `hk` is the expanded square.

```lean
/-- For two spins 1 the total angular momentum satisfies `J² = 4 + 2 L·S`. -/
theorem totalJsq_eq : totalJsq = (4 : ℂ) • 1 + (2 : ℂ) • spinOrbit := by
  have hz : ∀ a b : Fin 3, (eps 0 * eps 0) a b + (eps 1 * eps 1) a b + (eps 2 * eps 2) a b
      = -2 * (if a = b then 1 else 0) := by decide +kernel
  -- each spin has J² = 2
  have hc : spinOne 0 * spinOne 0 + spinOne 1 * spinOne 1 + spinOne 2 * spinOne 2
      = (2 : ℂ) • 1 := by
    refine Matrix.ext fun a b => ?_
    have h := congrArg (Int.cast : ℤ → ℂ) (hz a b)
    push_cast at h
    simp only [Matrix.add_apply, spinOne_mul_apply, Matrix.smul_apply, Matrix.one_apply,
      smul_eq_mul]
    linear_combination -h
  have hk : ∀ k, (spinOne k ⊗ₖ (1 : Matrix (Fin 3) (Fin 3) ℂ) + 1 ⊗ₖ spinOne k) ^ 2
      = (spinOne k * spinOne k) ⊗ₖ 1 + 1 ⊗ₖ (spinOne k * spinOne k)
        + (2 : ℂ) • (spinOne k ⊗ₖ spinOne k) := by
    intro k
    rw [sq, add_mul, mul_add, mul_add]
    simp only [← Matrix.mul_kronecker_mul, one_mul, mul_one]
    module
  have ha := congrArg (fun M => M ⊗ₖ (1 : Matrix (Fin 3) (Fin 3) ℂ)) hc
  have hb := congrArg (fun M => (1 : Matrix (Fin 3) (Fin 3) ℂ) ⊗ₖ M) hc
  simp only [Matrix.add_kronecker, Matrix.smul_kronecker, Matrix.one_kronecker_one] at ha
  simp only [Matrix.kronecker_add, Matrix.kronecker_smul, Matrix.one_kronecker_one] at hb
  simp only [totalJsq, hk, spinOrbit, Fin.sum_univ_three]
  linear_combination (norm := module) ha + hb
```

## (f) Weights on the three levels

Show that on states with \(J^2=J(J+1)\),
\[T=1,\;-5,\;10\quad\text{for }J=2,1,0.\]

**Solution.** If \(J^2v=cv\), then (e) gives \(Xv=\tfrac{c-4}{2}v\). For \(c=6,2,0\) this is \(1,-1,-2\), and (d) gives \(6+3-8=1\), \(6-3-8=-5\) and \(24-6-8=10\). Lean proves the step for general `c` in `key`, then inserts the three values.

```lean
/-- On states with `J² = J(J+1)`, the rank-two coupling acts as `1`, `-5`, `10` for
`J = 2, 1, 0`. -/
theorem spinSpin_on_levels (v : Fin 3 × Fin 3 → ℂ) :
    (totalJsq *ᵥ v = (6 : ℂ) • v → spinSpin *ᵥ v = v) ∧
    (totalJsq *ᵥ v = (2 : ℂ) • v → spinSpin *ᵥ v = (-5 : ℂ) • v) ∧
    (totalJsq *ᵥ v = 0 → spinSpin *ᵥ v = (10 : ℂ) • v) := by
  have key : ∀ c : ℂ, totalJsq *ᵥ v = c • v →
      spinSpin *ᵥ v = (6 * ((c - 4) / 2) ^ 2 + 3 * ((c - 4) / 2) - 8) • v := by
    intro c h
    -- J² fixes the value of L·S
    have hL : spinOrbit *ᵥ v = ((c - 4) / 2) • v := by
      simp only [totalJsq_eq, Matrix.add_mulVec, Matrix.smul_mulVec, Matrix.one_mulVec] at h
      linear_combination (norm := module) (1 / 2 : ℂ) • h
    simp only [spinSpin_eq, Matrix.sub_mulVec, Matrix.add_mulVec, Matrix.smul_mulVec,
      Matrix.one_mulVec, pow_two spinOrbit, ← Matrix.mulVec_mulVec, hL, Matrix.mulVec_smul]
    module
  refine ⟨fun h => ?_, fun h => ?_, fun h => ?_⟩
  · rw [key 6 h]; norm_num
  · rw [key 2 h]; norm_num
  · rw [key 0 (by rw [h, zero_smul])]; norm_num
```

## (g) Characteristic polynomial from a diagonalising basis

Let \(V\) be the matrix `coupled` and \(D\) a diagonal matrix with entries \(d_p\). Show that a matrix \(M\) with \(MV=VD\) satisfies
\[\det(x-M)=\prod_p(x-d_p).\]

**Solution.** The columns of \(V\) are orthogonal and nonzero, so \(V\) is invertible and \(M=VDV^{-1}\). Then \(\det(x-M)=\det\bigl(V(x-D)V^{-1}\bigr)=\det(x-D)\). Lean checks the inverse in `hVW` and uses `Matrix.charpoly_mul_comm` for the similarity. In the code, `X` is the polynomial variable and `C` embeds constants.

```lean
/-- An operator that is diagonal in the coupled basis has the characteristic polynomial
given by its diagonal values. -/
theorem charpoly_of_coupled (M : Matrix (Fin 3 × Fin 3) (Fin 3 × Fin 3) ℂ)
    (d : Fin 3 × Fin 3 → ℂ)
    (h : M * coupled.map (Int.cast : ℤ → ℂ) = coupled.map (Int.cast : ℤ → ℂ) * diagonal d) :
    M.charpoly = ∏ p, (X - C (d p)) := by
  have hz : ∀ p q, ∑ r, coupled p r * coupledInv r q = 6 * (if p = q then 1 else 0) := by
    decide +kernel
  have hVW : coupled.map (Int.cast : ℤ → ℂ)
      * ((1 / 6 : ℂ) • coupledInv.map (Int.cast : ℤ → ℂ)) = 1 := by
    rw [mul_smul_comm]
    refine Matrix.ext fun p q => ?_
    have h6 := congrArg (Int.cast : ℤ → ℂ) (hz p q)
    push_cast at h6
    simp only [Matrix.smul_apply, Matrix.mul_apply, Matrix.map_apply, Matrix.one_apply,
      smul_eq_mul]
    linear_combination (1 / 6 : ℂ) * h6
  have hWV := mul_eq_one_comm.mp hVW
  have hD : charmatrix (diagonal d) = diagonal (fun p => X - C (d p)) := by
    refine Matrix.ext fun p q => ?_
    by_cases hpq : p = q
    · subst hpq
      simp
    · simp [hpq]
  -- similar matrices share their characteristic polynomial
  rw [← mul_one M, ← hVW, ← mul_assoc, h, mul_assoc, Matrix.charpoly_mul_comm, mul_assoc,
    hWV, mul_one, Matrix.charpoly, hD, Matrix.det_diagonal]
```

## (h) Fine-structure levels

Let \(A\) and \(B\) be the strengths of the spin–orbit and spin–spin terms; they stand for radial integrals and are not computed here. Show that
\[\det(x-AX-BT)=(x-A-B)^5(x+A+5B)^3(x+2A-10B).\]

**Solution.** Use \(X=F-K\) on the columns of \(V\). The five symmetric traceless tensors have \(F=1\), \(K=0\), so \(X=1\). The three antisymmetric ones have \(F=-1\), \(K=0\), so \(X=-1\). The scalar one has \(F=1\), \(K=3\), so \(X=-2\). By (d), \(AX+BT\) takes the values \(A+B\), \(-A-5B\), \(-2A+10B\), and (g) gives the product.

Lean allows complex \(A,B\); a Hermitian Hamiltonian has real ones. `hX` is the eigenvalue equation, `hd` evaluates the quadratic on the diagonal, and `key` counts the columns.

```lean
/-- The fine-structure operator `A L·S + B T`, with `T` the rank-two coupling, has the levels
`A + B`, `-A - 5B`, `-2A + 10B` with algebraic multiplicities 5, 3, 1, added where they coincide. -/
theorem fineStructure_charpoly (A B : ℂ) :
    (A • spinOrbit + B • spinSpin).charpoly
      = (X - C (A + B)) ^ 5 * (X - C (-A - 5 * B)) ^ 3 * (X - C (-2 * A + 10 * B)) := by
  have hz : ∀ p q, ∑ r, orbitInt p r * coupled r q = coupled p q * orbitValue q := by
    decide +kernel
  have hX : spinOrbit * coupled.map (Int.cast : ℤ → ℂ)
      = coupled.map (Int.cast : ℤ → ℂ) * diagonal (fun p => (orbitValue p : ℂ)) := by
    refine Matrix.ext fun p q => ?_
    have h := congrArg (Int.cast : ℤ → ℂ) (hz p q)
    push_cast at h
    rw [Matrix.mul_diagonal, Matrix.mul_apply]
    simp only [spinOrbit_apply, Matrix.map_apply]
    exact h
  have hX2 : spinOrbit ^ 2 * coupled.map (Int.cast : ℤ → ℂ)
      = coupled.map (Int.cast : ℤ → ℂ) * diagonal (fun p => (orbitValue p : ℂ)) ^ 2 := by
    rw [sq, mul_assoc, hX, ← mul_assoc, hX, mul_assoc, sq]
  have hd : A • diagonal (fun p => (orbitValue p : ℂ))
      + B • ((6 : ℂ) • diagonal (fun p => (orbitValue p : ℂ)) ^ 2
        + (3 : ℂ) • diagonal (fun p => (orbitValue p : ℂ)) - (8 : ℂ) • 1)
      = diagonal (fun p => A * (orbitValue p : ℂ)
        + B * (6 * ((orbitValue p : ℂ) * (orbitValue p : ℂ))
          + 3 * (orbitValue p : ℂ) - 8)) := by
    refine Matrix.ext fun p q => ?_
    by_cases hpq : p = q
    · subst hpq
      simp only [sq, Matrix.diagonal_mul_diagonal, Matrix.add_apply, Matrix.sub_apply,
        Matrix.smul_apply, Matrix.diagonal_apply_eq, Matrix.one_apply_eq, smul_eq_mul, mul_one]
    · simp [sq, Matrix.diagonal_mul_diagonal, hpq]
  -- count the columns of each symmetry type
  have key : ∀ f : ℤ → ℂ[X], ∏ p, f (orbitValue p) = f 1 ^ 5 * f (-1) ^ 3 * f (-2) := by
    intro f
    simp only [Fintype.prod_prod_type, Fin.prod_univ_three]
    change f (-2) * f 1 * f 1 * (f (-1) * f 1 * f 1) * (f (-1) * f (-1) * f 1) = _
    ring
  rw [charpoly_of_coupled _ _ (by
    rw [← hd, spinSpin_eq]
    simp only [add_mul, sub_mul, smul_mul_assoc, mul_add, mul_sub, mul_smul_comm, hX, hX2,
      one_mul, mul_one])]
  have h1 : A * ((1 : ℤ) : ℂ) + B * (6 * (((1 : ℤ) : ℂ) * ((1 : ℤ) : ℂ))
      + 3 * ((1 : ℤ) : ℂ) - 8) = A + B := by
    push_cast
    ring
  have h2 : A * ((-1 : ℤ) : ℂ) + B * (6 * (((-1 : ℤ) : ℂ) * ((-1 : ℤ) : ℂ))
      + 3 * ((-1 : ℤ) : ℂ) - 8) = -A - 5 * B := by
    push_cast
    ring
  have h3 : A * ((-2 : ℤ) : ℂ) + B * (6 * (((-2 : ℤ) : ℂ) * ((-2 : ℤ) : ℂ))
      + 3 * ((-2 : ℤ) : ℂ) - 8) = -2 * A + 10 * B := by
    push_cast
    ring
  refine (key fun m => X - C (A * (m : ℂ)
    + B * (6 * ((m : ℂ) * (m : ℂ)) + 3 * (m : ℂ) - 8))).trans ?_
  simp only [h1, h2, h3]
```

## (i) Spectrum of L·S

Show that
\[\det(x-X)=(x-1)^5(x+1)^3(x+2).\]

**Solution.** Set \(A=1\), \(B=0\) in (h). The three values become \(1,-1,-2\), with the same multiplicities. Lean makes this substitution and simplifies the constants.

```lean
/-- The characteristic polynomial of `L·S` for `L = S = 1` is `(x-1)^5 (x+1)^3 (x+2)`. -/
theorem spinOrbit_charpoly :
    spinOrbit.charpoly = (X - 1) ^ 5 * (X + 1) ^ 3 * (X + 2) := by
  have h := fineStructure_charpoly 1 0
  rw [one_smul, zero_smul, add_zero] at h
  have hC : (C (2 : ℂ) : ℂ[X]) = 2 := map_ofNat C 2
  rw [h]
  norm_num [sub_neg_eq_add, hC]

end

end HeliumFineStructure
```

```lean
#print axioms HeliumFineStructure.spinOne_commutator
#print axioms HeliumFineStructure.spinSpin_on_levels
#print axioms HeliumFineStructure.fineStructure_charpoly
#print axioms HeliumFineStructure.spinOrbit_charpoly
```

```
'HeliumFineStructure.spinOne_commutator' depends on axioms: [propext, Classical.choice, Quot.sound]
'HeliumFineStructure.spinSpin_on_levels' depends on axioms: [propext, Classical.choice, Quot.sound]
'HeliumFineStructure.fineStructure_charpoly' depends on axioms: [propext, Classical.choice, Quot.sound]
'HeliumFineStructure.spinOrbit_charpoly' depends on axioms: [propext, Classical.choice, Quot.sound]
```
